# Without momentum conservation, the averaged parabolic-band density of final Auger states has a nonzero limit on cooling

If the threshold exponential of direct Auger recombination is carried over to the indirect process, the predicted rate freezes out on cooling even where the final states give no reason for it. For non-degenerate carriers and a three-dimensional parabolic final band, with momentum conservation among the carriers dropped, the thermally averaged density of final states stays, up to a constant factor, between $\sqrt{E_g}$ and $\sqrt{E_g+sT}$, where $E_g$ is the gap, $T$ the thermal energy (the Boltzmann constant times the absolute temperature), and $s>0$ the exponent that describes the phase space of the colliding carriers.

```lean
import Mathlib

open MeasureTheory Set Filter Topology

namespace IndirectAuger

noncomputable section

/-- Thermal weight of the total kinetic energy `x > 0` of the colliding carriers, with
thermal energy `T > 0` and phase-space exponent `s > 0`. -/
def weight (s T x : ℝ) : ℝ := x ^ (s - 1) * Real.exp (-x / T)

/-- Average of `f` over the kinetic energy with the normalised thermal weight,
for `s > 0` and `T > 0`. -/
def thermalAverage (s T : ℝ) (f : ℝ → ℝ) : ℝ :=
  (∫ x in Ioi (0 : ℝ), f x * weight s T x) / ∫ x in Ioi (0 : ℝ), weight s T x

/-- Thermally averaged density of final states of a three-dimensional parabolic band, taken as `√(Eg
+ x)` up to a constant factor, without momentum conservation, for `s > 0` and `T > 0`. -/
def finalDensity (Eg s T : ℝ) : ℝ := thermalAverage s T (fun x => √(Eg + x))

/-- The thermal weight is integrable and its integral is `T ^ s Γ(s)`. -/
theorem weight_integral {s T : ℝ} (hs : 0 < s) (hT : 0 < T) :
    Integrable (weight s T) (volume.restrict (Ioi 0)) ∧
      ∫ x in Ioi (0 : ℝ), weight s T x = T ^ s * Real.Gamma s := by
  have e : ∀ x, weight s T x = x ^ (s - 1) * Real.exp (-(T⁻¹ * x)) := by
    intro x
    rw [weight, show -x / T = -(T⁻¹ * x) by ring]
  have h := Real.integral_rpow_mul_exp_neg_mul_Ioi hs (inv_pos.mpr hT)
  rw [one_div, inv_inv] at h
  have hI : ∫ x in Ioi (0 : ℝ), weight s T x = T ^ s * Real.Gamma s := by
    simp only [e]
    exact h
  refine ⟨?_, hI⟩
  -- a non-integrable function would have integral zero
  by_contra hn
  have h0 : ∫ x in Ioi (0 : ℝ), weight s T x = 0 := integral_undef hn
  have hpos : 0 < T ^ s * Real.Gamma s :=
    mul_pos (Real.rpow_pos_of_pos hT s) (Real.Gamma_pos_of_pos hs)
  linarith

/-- A quadratic polynomial in the kinetic energy is integrable against the weight, and its
average follows from the moments `⟨x⟩ = s T` and `⟨x²⟩ = s (s + 1) T²`. -/
theorem average_quadratic {s T : ℝ} (hs : 0 < s) (hT : 0 < T) (a b c : ℝ) :
    Integrable (fun x => (a + b * x + c * x ^ 2) * weight s T x) (volume.restrict (Ioi 0)) ∧
      thermalAverage s T (fun x => a + b * x + c * x ^ 2)
        = a + b * (s * T) + c * (s * (s + 1) * T ^ 2) := by
  have hs1 : 0 < s + 1 := by linarith
  have hs2 : 0 < s + 1 + 1 := by linarith
  -- a factor of x raises the exponent s by one
  have shift : ∀ r x : ℝ, 0 < x → weight (r + 1) T x = x * weight r T x := by
    intro r x hx
    have h : x ^ (r + 1 - 1) = x ^ (r - 1) * x := by
      rw [← Real.rpow_add_one hx.ne', show r + 1 - 1 = r - 1 + 1 by ring]
    rw [weight, weight, h]
    ring
  have hq : ∀ x ∈ Ioi (0 : ℝ), (a + b * x + c * x ^ 2) * weight s T x
      = a * weight s T x + b * weight (s + 1) T x + c * weight (s + 1 + 1) T x := by
    intro x hx
    rw [shift (s + 1) x hx, shift s x hx]
    ring
  have hA := (weight_integral hs hT).1.const_mul a
  have hB := (weight_integral hs1 hT).1.const_mul b
  have hC := (weight_integral hs2 hT).1.const_mul c
  have hAB : Integrable (fun x => a * weight s T x + b * weight (s + 1) T x)
      (volume.restrict (Ioi 0)) := hA.add hB
  have hABC : Integrable (fun x => a * weight s T x + b * weight (s + 1) T x
      + c * weight (s + 1 + 1) T x) (volume.restrict (Ioi 0)) := hAB.add hC
  constructor
  · refine hABC.congr ?_
    filter_upwards [ae_restrict_mem measurableSet_Ioi] with x hx
    exact (hq x hx).symm
  · have hG := Real.Gamma_pos_of_pos hs
    have hP := Real.rpow_pos_of_pos hT s
    unfold thermalAverage
    rw [setIntegral_congr_fun measurableSet_Ioi hq, integral_add hAB hC, integral_add hA hB,
      integral_const_mul, integral_const_mul, integral_const_mul, (weight_integral hs hT).2,
      (weight_integral hs1 hT).2, (weight_integral hs2 hT).2, Real.Gamma_add_one hs1.ne',
      Real.Gamma_add_one hs.ne', Real.rpow_add_one hT.ne' (s + 1), Real.rpow_add_one hT.ne' s,
      div_eq_iff (mul_pos hP hG).ne']
    ring

/-- The thermal average preserves pointwise inequalities between integrable observables. -/
theorem average_mono {s T : ℝ} (hs : 0 < s) (hT : 0 < T) {f g : ℝ → ℝ}
    (hf : Integrable (fun x => f x * weight s T x) (volume.restrict (Ioi 0)))
    (hg : Integrable (fun x => g x * weight s T x) (volume.restrict (Ioi 0)))
    (h : ∀ x, 0 < x → f x ≤ g x) : thermalAverage s T f ≤ thermalAverage s T g := by
  have hpos : 0 < ∫ x in Ioi (0 : ℝ), weight s T x := by
    rw [(weight_integral hs hT).2]
    exact mul_pos (Real.rpow_pos_of_pos hT s) (Real.Gamma_pos_of_pos hs)
  refine (div_le_div_iff_of_pos_right hpos).mpr
    (setIntegral_mono_on hf hg measurableSet_Ioi fun x hx => ?_)
  exact mul_le_mul_of_nonneg_right (h x hx)
    (mul_nonneg (Real.rpow_nonneg (le_of_lt hx) _) (Real.exp_pos _).le)

/-- The density of final states is integrable against the thermal weight. -/
theorem density_integrable {Eg s T : ℝ} (hE : 0 < Eg) (hs : 0 < s) (hT : 0 < T) :
    Integrable (fun x => √(Eg + x) * weight s T x) (volume.restrict (Ioi 0)) := by
  have hc : Continuous (fun x : ℝ => √(Eg + x)) := by fun_prop
  refine (average_quadratic hs hT (Eg + 1) 1 0).1.mono'
    (hc.aestronglyMeasurable.mul (weight_integral hs hT).1.aestronglyMeasurable) ?_
  filter_upwards [ae_restrict_mem measurableSet_Ioi] with x hx
  have hx0 : 0 < x := hx
  have hw : 0 ≤ weight s T x := mul_nonneg (Real.rpow_nonneg hx0.le _) (Real.exp_pos _).le
  rw [Real.norm_of_nonneg (mul_nonneg (Real.sqrt_nonneg _) hw)]
  refine mul_le_mul_of_nonneg_right ?_ hw
  nlinarith [Real.sq_sqrt (show 0 ≤ Eg + x by linarith), sq_nonneg (√(Eg + x) - 1),
    Real.sqrt_nonneg (Eg + x)]

/-- For `y ≥ 0`, the square root of `y` is at most the value at `y` of its tangent at any `c > 0`.
-/
theorem sqrt_le_tangent {c y : ℝ} (hc : 0 < c) (hy : 0 ≤ y) :
    √y ≤ √c + (y - c) / (2 * √c) := by
  have hv := Real.sqrt_pos.mpr hc
  have h : √y - √c ≤ (y - c) / (2 * √c) := by
    rw [le_div_iff₀ (by positivity)]
    nlinarith [sq_nonneg (√y - √c), Real.sq_sqrt hc.le, Real.sq_sqrt hy]
  linarith

/-- Indirect Auger recombination without momentum conservation: the averaged density of final
states lies between `√Eg` and `√(Eg + s T)`. -/
theorem finalDensity_bounds {Eg s T : ℝ} (hE : 0 < Eg) (hs : 0 < s) (hT : 0 < T) :
    √Eg ≤ finalDensity Eg s T ∧ finalDensity Eg s T ≤ √(Eg + s * T) := by
  have hd := density_integrable hE hs hT
  constructor
  · obtain ⟨hi, ha⟩ := average_quadratic hs hT (√Eg) 0 0
    have h := average_mono hs hT hi hd fun x hx => by
      have := Real.sqrt_le_sqrt (show Eg ≤ Eg + x by linarith)
      linarith
    rw [ha] at h
    unfold finalDensity
    linarith
  · -- average the tangent at the mean energy
    have hc : 0 < Eg + s * T := by positivity
    obtain ⟨hi, ha⟩ := average_quadratic hs hT
      (√(Eg + s * T) - s * T / (2 * √(Eg + s * T))) (1 / (2 * √(Eg + s * T))) 0
    have h := average_mono hs hT hd hi fun x hx => by
      refine (sqrt_le_tangent hc (show 0 ≤ Eg + x by linarith)).trans (le_of_eq ?_)
      ring
    rw [ha] at h
    refine h.trans (le_of_eq ?_)
    ring

/-- The averaged density is `√Eg + s T / (2 √Eg)` up to a deficit of at most
`s (s + 1) T² / (8 √Eg³)`. -/
theorem finalDensity_expansion {Eg s T : ℝ} (hE : 0 < Eg) (hs : 0 < s) (hT : 0 < T) :
    √Eg + s * T / (2 * √Eg) - s * (s + 1) * T ^ 2 / (8 * √Eg ^ 3) ≤ finalDensity Eg s T ∧
      finalDensity Eg s T ≤ √Eg + s * T / (2 * √Eg) := by
  have hd := density_integrable hE hs hT
  constructor
  · have key : ∀ u v : ℝ, 0 < v → v ≤ u →
        v + (u ^ 2 - v ^ 2) / (2 * v) - (u ^ 2 - v ^ 2) ^ 2 / (8 * v ^ 3) ≤ u := by
      intro u v hv huv
      have e : u - (v + (u ^ 2 - v ^ 2) / (2 * v) - (u ^ 2 - v ^ 2) ^ 2 / (8 * v ^ 3))
          = (u - v) ^ 3 * (3 * v + u) / (8 * v ^ 3) := by
        field_simp
        ring
      have hp : 0 ≤ (u - v) ^ 3 * (3 * v + u) / (8 * v ^ 3) :=
        div_nonneg (mul_nonneg (pow_nonneg (sub_nonneg.mpr huv) 3) (by linarith))
          (by positivity)
      linarith
    obtain ⟨hi, ha⟩ := average_quadratic hs hT (√Eg) (1 / (2 * √Eg)) (-1 / (8 * √Eg ^ 3))
    have h := average_mono hs hT hi hd fun x hx => by
      have k := key (√(Eg + x)) (√Eg) (Real.sqrt_pos.mpr hE)
        (Real.sqrt_le_sqrt (by linarith))
      rw [Real.sq_sqrt (show 0 ≤ Eg + x by linarith), Real.sq_sqrt hE.le,
        add_sub_cancel_left] at k
      refine le_trans (le_of_eq ?_) k
      ring
    rw [ha] at h
    refine le_trans (le_of_eq ?_) h
    ring
  · obtain ⟨hi, ha⟩ := average_quadratic hs hT (√Eg) (1 / (2 * √Eg)) 0
    have h := average_mono hs hT hd hi fun x hx => by
      refine (sqrt_le_tangent hE (show 0 ≤ Eg + x by linarith)).trans (le_of_eq ?_)
      ring
    rw [ha] at h
    refine h.trans (le_of_eq ?_)
    ring

/-- As the temperature tends to zero, the averaged density tends to `√Eg`. -/
theorem finalDensity_tendsto {Eg s : ℝ} (hE : 0 < Eg) (hs : 0 < s) :
    Tendsto (finalDensity Eg s) (𝓝[>] 0) (𝓝 (√Eg)) := by
  have hc : Continuous (fun T : ℝ => √(Eg + s * T)) := by fun_prop
  refine tendsto_of_tendsto_of_tendsto_of_le_of_le' tendsto_const_nhds
    ((hc.tendsto' 0 (√Eg) (by simp)).mono_left nhdsWithin_le_nhds) ?_ ?_
  · filter_upwards [self_mem_nhdsWithin] with T hT
    exact (finalDensity_bounds hE hs hT).1
  · filter_upwards [self_mem_nhdsWithin] with T hT
    exact (finalDensity_bounds hE hs hT).2

/-- The averaged density leaves its zero-temperature value linearly in `T`, with slope
`s / (2 √Eg)`. -/
theorem finalDensity_slope {Eg s : ℝ} (hE : 0 < Eg) (hs : 0 < s) :
    Tendsto (fun T => (finalDensity Eg s T - √Eg) / T) (𝓝[>] 0) (𝓝 (s / (2 * √Eg))) := by
  have hc : Continuous (fun T : ℝ => s / (2 * √Eg) - s * (s + 1) / (8 * √Eg ^ 3) * T) := by
    fun_prop
  refine tendsto_of_tendsto_of_tendsto_of_le_of_le'
    ((hc.tendsto' 0 (s / (2 * √Eg)) (by simp)).mono_left nhdsWithin_le_nhds)
    tendsto_const_nhds ?_ ?_
  · filter_upwards [self_mem_nhdsWithin] with T hT
    rw [le_div_iff₀ hT]
    refine le_trans (le_of_eq ?_) (sub_le_sub_right (finalDensity_expansion hE hs hT).1 _)
    ring
  · filter_upwards [self_mem_nhdsWithin] with T hT
    rw [div_le_iff₀ hT]
    refine (sub_le_sub_right (finalDensity_expansion hE hs hT).2 _).trans (le_of_eq ?_)
    ring

/-- The product of `-T` and the logarithm of the averaged density tends to zero as `T` tends to zero
from above. -/
theorem activation_energy_tendsto_zero {Eg s : ℝ} (hE : 0 < Eg) (hs : 0 < s) :
    Tendsto (fun T => -T * Real.log (finalDensity Eg s T)) (𝓝[>] 0) (𝓝 0) := by
  have hlog := (finalDensity_tendsto hE hs).log (Real.sqrt_pos.mpr hE).ne'
  have hneg : Tendsto (fun T : ℝ => -T) (𝓝[>] 0) (𝓝 0) :=
    (continuous_neg.tendsto' (0 : ℝ) 0 neg_zero).mono_left nhdsWithin_le_nhds
  have h := hneg.mul hlog
  rwa [zero_mul] at h

end

end IndirectAuger
```

```lean
#print axioms IndirectAuger.finalDensity_bounds
-- 'IndirectAuger.finalDensity_bounds' depends on axioms: [propext, Classical.choice, Quot.sound]
#print axioms IndirectAuger.finalDensity_slope
-- 'IndirectAuger.finalDensity_slope' depends on axioms: [propext, Classical.choice, Quot.sound]
#print axioms IndirectAuger.activation_energy_tendsto_zero
-- 'IndirectAuger.activation_energy_tendsto_zero' depends on axioms: [propext, Classical.choice, Quot.sound]
```

## Bounds, slope and Arrhenius energy

Let $x>0$ be the total kinetic energy of the colliding carriers, measured from the band edges. The function `weight s T x` is $w_s(x)=x^{s-1}e^{-x/T}$, and `thermalAverage s T f` is

$$\langle f\rangle=\frac{\int_0^\infty f(x)\,w_s(x)\,dx}{\int_0^\infty w_s(x)\,dx}.$$

The central quantity, `finalDensity Eg s T`, is $D(T)=\langle\sqrt{E_g+x}\rangle$. All parameters are real numbers, and the theorems assume that $E_g$, $s$ and $T$ are positive.

- `finalDensity_bounds` states $\sqrt{E_g}\le D(T)\le\sqrt{E_g+sT}$ at every temperature.
- `finalDensity_expansion` states that $D(T)$ is at most $\sqrt{E_g}+sT/(2\sqrt{E_g})$ and falls short of it by at most $s(s+1)T^2/(8E_g^{3/2})$.
- `finalDensity_tendsto` and `finalDensity_slope` state that $D(T)\to\sqrt{E_g}$ and $(D(T)-\sqrt{E_g})/T\to s/(2\sqrt{E_g})$.
- `activation_energy_tendsto_zero` states that $-T\log D(T)\to0$.

The limits use the filter `𝓝[>] 0`, which means that $T$ approaches zero through positive values.

The last statement excludes an activation exponential in $D(T)$. If $D(T)$ were $Ae^{-E_a/T}$ with constant $A>0$, then $-T\log D(T)=E_a-T\log A$ would tend to $E_a$. The limit zero therefore rules out a positive activation energy $E_a$. The numerical value of the logarithm depends on the energy unit, but a constant factor in $D$ adds only a term proportional to $T$, so the limit doesn't depend on that choice.

## Three carriers and one energetic final state

In an Auger event with two electrons and one hole, the recombination energy goes to the remaining electron. Energy conservation places it at $E_g+x$ above the conduction-band edge, where a three-dimensional parabolic band has a density of states proportional to $\sqrt{E_g+x}$.

In the direct process, momentum conservation restricts which initial carriers can reach such a state, and this can impose a threshold on their kinetic energy. Here a phonon, a defect or alloy disorder is taken to absorb any momentum mismatch. This assumption enters through the definition of `finalDensity`, which counts every state at the final energy; it is not derived from a scattering calculation.

The exponential in the weight is Boltzmann statistics, and the power is the phase space of the initial carriers. Three carriers in three-dimensional parabolic bands give $s=9/2$, since each contributes $3/2$. The theorems allow any positive $s$.

The model holds the gap fixed as $T$ changes. It leaves out the energy of an absorbed or emitted phonon and the temperature dependence of its occupation. It also leaves out energy-dependent matrix elements, degenerate carrier statistics and non-parabolic bands. The conclusion concerns the final-state factor, and other factors in a full rate may still depend strongly on temperature.

## Moments of the thermal weight

The substitution $x=Tu$ gives the normalisation

$$\int_0^\infty x^{s-1}e^{-x/T}\,dx=T^s\,\Gamma(s).$$

Since $x\,w_s(x)=w_{s+1}(x)$, each factor of $x$ raises $s$ by one. With $\Gamma(s+1)=s\,\Gamma(s)$,

$$\langle x\rangle=\frac{T^{s+1}\Gamma(s+1)}{T^s\Gamma(s)}=sT,\qquad
\langle x^2\rangle=\frac{T^{s+2}\Gamma(s+2)}{T^s\Gamma(s)}=s(s+1)T^2.$$

In Lean, `weight_integral` supplies the normalisation. It also obtains integrability from it: Lean assigns the value zero to the integral of a non-integrable function, whereas $T^s\Gamma(s)$ is positive. The local identity `shift` in `average_quadratic` is the step from $s$ to $s+1$, and the theorem gives the average of any polynomial $a+bx+cx^2$.

Two further lemmas allow inequalities to be averaged. `average_mono` says that, when $f\,w_s$ and $g\,w_s$ are integrable, $f\le g$ on $x>0$ implies $\langle f\rangle\le\langle g\rangle$, because the weight is non-negative and its integral is positive. `density_integrable` bounds $\sqrt{E_g+x}$ by $E_g+x+1$, which follows from $(\sqrt{E_g+x}-1)^2\ge0$.

## A tangent at the mean energy

The lower bound holds before averaging: $\sqrt{E_g+x}\ge\sqrt{E_g}$ for every $x>0$.

For the upper bound, take $c>0$ and $y\ge0$. Expanding $(\sqrt y-\sqrt c)^2\ge0$ gives $2\sqrt c\,\sqrt y\le y+c$, hence

$$\sqrt y\le\sqrt c+\frac{y-c}{2\sqrt c}.$$

This is `sqrt_le_tangent`. Now set $y=E_g+x$ and choose $c=E_g+sT$, the mean final energy. The linear term averages to zero because $\langle y\rangle=c$, and $D(T)\le\sqrt{E_g+sT}$ remains. The proof of `finalDensity_bounds` enters the constant and the tangent as polynomials in `average_quadratic`, then compares them with the density through `average_mono`.

## The correction linear in temperature

Placing the tangent at $c=E_g$ instead gives

$$D(T)\le\sqrt{E_g}+\frac{sT}{2\sqrt{E_g}}.$$

For the matching lower bound, put $u=\sqrt{E_g+x}$ and $v=\sqrt{E_g}$, so that $x=u^2-v^2$ and $u\ge v>0$. Multiplying out verifies

$$u-\left(v+\frac{x}{2v}-\frac{x^2}{8v^3}\right)=\frac{(u-v)^3(u+3v)}{8v^3}\ge0.$$

The local statement `key` contains this identity, with `field_simp` and `ring` doing the algebra. Averaging with the two moments yields

$$D(T)\ge\sqrt{E_g}+\frac{sT}{2\sqrt{E_g}}-\frac{s(s+1)T^2}{8E_g^{3/2}}.$$

Subtracting $\sqrt{E_g}$ and dividing by $T>0$ encloses the slope:

$$\frac{s}{2\sqrt{E_g}}-\frac{s(s+1)T}{8E_g^{3/2}}\le\frac{D(T)-\sqrt{E_g}}{T}\le\frac{s}{2\sqrt{E_g}}.$$

Both sides have the same limit as $T\to0^+$, which proves `finalDensity_slope`. The limit of $D(T)$ itself follows in the same way from the first pair of bounds. Since that limit is positive, $\log D(T)$ tends to the finite number $\log\sqrt{E_g}$, and its product with $-T$ tends to zero.

## Other powers of the final energy

The tangent argument also applies to a final-state density proportional to $(E_g+x)^p$ with $0<p<1$. This power is increasing and concave, so the same two steps give

$$E_g^p\le\langle(E_g+x)^p\rangle\le(E_g+sT)^p.$$

## Evaluating the average by quadrature

In a numerical calculation, $x=Tu$ turns the average into

$$D(T)=\frac{1}{\Gamma(s)}\int_0^\infty\sqrt{E_g+Tu}\;u^{s-1}e^{-u}\,du,$$

which suits generalised Gauss–Laguerre quadrature. Its weights are positive and it integrates linear functions exactly, so apart from rounding its result obeys the same bounds $\sqrt{E_g}$ and $\sqrt{E_g+sT}$. A value outside them points to a faulty implementation, while a value inside them doesn't establish accuracy.

For illustration, take $E_g=1$ eV, $T=0.025$ eV and $s=9/2$. The lower bound of `finalDensity_expansion` and the upper bound of `finalDensity_bounds` place $D(T)$ between $1.0543$ and $1.0548$ in units of $\mathrm{eV}^{1/2}$, about five per cent above $\sqrt{E_g}$. In a device simulation based on this non-degenerate, parabolic-band model, the final-state density thus contributes no Arrhenius factor to the indirect Auger coefficient. The temperature dependence of this density is weak as long as $sT$ is small compared with $E_g$; that of the whole coefficient also depends on the factors left out here.
